# The −1/(2r) tail of the Becke-88 gradient term for densities C r^β exp(−a r)

Let n(r) be a spherical density, read as that of one spin channel, in atomic units. Its logarithmic slope g and reduced gradient x are

g = |n′|/n, x = |n′|/n^(4/3).

The Becke-88 gradient term of the exchange energy per electron is

e = −b n^(1/3) x² / (1 + c x arsinh x).

Here b sets the strength of the gradient correction at small x, and c > 0 sets its damping at large x. Becke's form ties them together by c = 6b. For n = C exp(−a r) with C, a, b > 0, this choice gives r e(r) → −1/2 as r → ∞, whatever the values of C, a and b.

The exact exchange energy per electron of a finite system, defined as half the Coulomb potential of the exchange hole, has the tail −1/(2r). With c = 6b the Becke-88 term reproduces it for prescribed densities C r^β exp(−a r) with C, a > 0 and real β; the result concerns neither the exchange potential nor self-consistent densities.

## From exponential decay to a 1/r tail

Suppose that n is positive at large r, with log n/r → −a and g → a > 0. Since n^(4/3) = n · n^(1/3),

x = g / n^(1/3).

For the pure exponential, n′ = −a n, so g = a and x = a n^(−1/3). In general,

log x / r = log g / r − (1/3) log n / r → a/3,

so x → ∞. Next, arsinh x = log(x + √(1 + x²)). For x ≥ 1 we have 1 + x² ≤ 4x², so the argument of the logarithm lies between x and 3x:

log x ≤ arsinh x ≤ log x + log 3.

Dividing by r gives arsinh x / r → a/3. Finally n^(1/3) x² = g x, and dividing numerator and denominator by r x yields

r e = −b g / (1/(r x) + c arsinh x / r) → −b a / (c a/3) = −3b/c.

The decay constant a cancels. The density n = C r^β exp(−a r) meets both decay conditions, because

log n / r = log C / r + β log r / r − a → −a,
n′/n = β/r − a → −a.

The limit −3b/c equals −1/2 exactly when c = 6b.

## Densities and energy as Lean functions

```lean
import Mathlib

open Filter Topology

namespace BeckeTail

noncomputable section
```

The reduced gradient is computed from the actual radial derivative.

```lean
/-- The reduced density gradient `x = |n'(r)| / n(r)^(4/3)` of a spherical density,
for radii at which `n(r) > 0`. -/
def reducedGradient (n : ℝ → ℝ) (r : ℝ) : ℝ :=
  |deriv n r| / n r ^ (4 / 3 : ℝ)
```

The energy keeps `b` and `c` independent, so that c = 6b can appear as a conclusion. The local-density part of the exchange energy is not included.

```lean
/-- The Becke-88 gradient term of the exchange energy per electron,
`e = -b n^(1/3) x² / (1 + c x arsinh x)`, for `n(r) > 0` and `c ≥ 0`. -/
def b88Energy (b c : ℝ) (n : ℝ → ℝ) (r : ℝ) : ℝ :=
  -b * n r ^ (1 / 3 : ℝ) * reducedGradient n r ^ 2 /
    (1 + c * reducedGradient n r * Real.arsinh (reducedGradient n r))
```

Two families of densities follow, without and with a power prefactor.

```lean
/-- The exponential density `n(r) = C exp(-a r)`. -/
def expDensity (C a r : ℝ) : ℝ := C * Real.exp (-(a * r))

/-- The exponential density with a power prefactor, `n(r) = C r^β exp(-a r)`, for `r > 0`. -/
def atomicTail (C β a r : ℝ) : ℝ := C * r ^ β * Real.exp (-(a * r))
```

## The reduced gradient and its growth

The first lemma is x = g/n^(1/3), obtained by splitting the exponent 4/3 as 1 + 1/3.

```lean
/-- Where the density is positive, the reduced gradient is the logarithmic slope
`|n'|/n` divided by `n^(1/3)`. -/
theorem reducedGradient_eq {n : ℝ → ℝ} {r : ℝ} (hn : 0 < n r) :
    reducedGradient n r = |deriv n r| / n r / n r ^ (1 / 3 : ℝ) := by
  have h : n r ^ (4 / 3 : ℝ) = n r * n r ^ (1 / 3 : ℝ) := by
    rw [show (4 / 3 : ℝ) = 1 + 1 / 3 by norm_num, Real.rpow_add hn, Real.rpow_one]
  rw [reducedGradient, h, div_div]
```

For the exponential density, `hd` supplies n′ = −a n, and the familiar formula for x follows.

```lean
/-- For `n(r) = C exp(-a r)` with `C, a > 0` the reduced gradient is `x = a n^(-1/3)`. -/
theorem reducedGradient_expDensity {C a : ℝ} (hC : 0 < C) (ha : 0 < a) (r : ℝ) :
    reducedGradient (expDensity C a) r = a * expDensity C a r ^ (-(1 / 3) : ℝ) := by
  have hn : 0 < expDensity C a r := mul_pos hC (Real.exp_pos _)
  have hd : HasDerivAt (expDensity C a) (-a * expDensity C a r) r := by
    have h := ((((hasDerivAt_id' r).const_mul a).fun_neg).exp).const_mul C
    refine h.congr_deriv ?_
    unfold expDensity
    ring
  rw [reducedGradient_eq hn, hd.deriv, abs_mul, abs_neg, abs_of_pos ha, abs_of_pos hn,
    mul_div_cancel_right₀ _ hn.ne', Real.rpow_neg hn.le, div_eq_mul_inv]
```

The bounds on arsinh come from √(1 + x²) ≤ 2x and the monotonicity of the logarithm.

```lean
/-- For `x ≥ 1` the function `arsinh x` exceeds `log x` by at least zero and at most `log 3`. -/
theorem arsinh_bounds {x : ℝ} (hx : 1 ≤ x) :
    Real.log x ≤ Real.arsinh x ∧ Real.arsinh x ≤ Real.log x + Real.log 3 := by
  have h0 : 0 < x := by linarith
  have hs : √(1 + x ^ 2) ≤ 2 * x := Real.sqrt_le_iff.mpr ⟨by linarith, by nlinarith⟩
  have hp := Real.sqrt_nonneg (1 + x ^ 2)
  unfold Real.arsinh
  constructor
  · exact Real.log_le_log h0 (by linarith)
  · rw [← Real.log_mul h0.ne' (by norm_num)]
    exact Real.log_le_log (by linarith) (by linarith)
```

The next lemma turns log x/r → k > 0 into x → ∞, by exponentiating log x, and then squeezes arsinh x/r between the two bounds.

```lean
/-- If a positive quantity `x(r)` grows exponentially, `log x(r) / r → k > 0`, then
`x(r) → ∞` and `arsinh x(r) / r → k`. -/
theorem tendsto_arsinh_div {x : ℝ → ℝ} {k : ℝ} (hk : 0 < k)
    (hx : ∀ᶠ r in atTop, 0 < x r)
    (h : Tendsto (fun r => Real.log (x r) / r) atTop (𝓝 k)) :
    Tendsto x atTop atTop ∧ Tendsto (fun r => Real.arsinh (x r) / r) atTop (𝓝 k) := by
  have hlog : Tendsto (fun r => Real.log (x r)) atTop atTop := by
    refine (Filter.Tendsto.pos_mul_atTop hk h tendsto_id).congr' ?_
    filter_upwards [eventually_gt_atTop 0] with r hr
    exact div_mul_cancel₀ _ (ne_of_gt hr)
  have hxt : Tendsto x atTop atTop := by
    refine (Real.tendsto_exp_atTop.comp hlog).congr' ?_
    filter_upwards [hx] with r hr
    exact Real.exp_log hr
  have h3 : Tendsto (fun r : ℝ => Real.log 3 / r) atTop (𝓝 0) :=
    tendsto_const_nhds.div_atTop tendsto_id
  have hu := h.add h3
  rw [add_zero] at hu
  -- squeeze between the two logarithmic bounds
  refine ⟨hxt, tendsto_of_tendsto_of_tendsto_of_le_of_le' h hu ?_ ?_⟩
  · filter_upwards [hxt.eventually_ge_atTop 1, eventually_gt_atTop 0] with r h1 hr
    exact (div_le_div_iff_of_pos_right hr).2 (arsinh_bounds h1).1
  · filter_upwards [hxt.eventually_ge_atTop 1, eventually_gt_atTop 0] with r h1 hr
    rw [← add_div]
    exact (div_le_div_iff_of_pos_right hr).2 (arsinh_bounds h1).2
```

## The limit for a general decaying density

The hypotheses `hn`, `hlog` and `hgrad` are positivity at large r, the decay rate and the limiting slope. In the proof, `hlx` is log x/r → a/3, `hinv` is 1/(r x) → 0, and `hlim` is the limit of the rearranged quotient.

```lean
/-- Let a density be positive at large `r`, with `log n(r) / r → -a` and `|n'(r)|/n(r) → a`,
where `a > 0`. Then for `c > 0` the Becke-88 energy per electron obeys `r e(r) → -3b/c`. -/
theorem tendsto_mul_b88Energy {n : ℝ → ℝ} {a b c : ℝ} (ha : 0 < a) (hc : 0 < c)
    (hn : ∀ᶠ r in atTop, 0 < n r)
    (hlog : Tendsto (fun r => Real.log (n r) / r) atTop (𝓝 (-a)))
    (hgrad : Tendsto (fun r => |deriv n r| / n r) atTop (𝓝 a)) :
    Tendsto (fun r => r * b88Energy b c n r) atTop (𝓝 (-(3 * b / c))) := by
  have hg : ∀ᶠ r in atTop, 0 < |deriv n r| / n r := hgrad.eventually (lt_mem_nhds ha)
  have hx : ∀ᶠ r in atTop, 0 < reducedGradient n r := by
    filter_upwards [hn, hg] with r h1 h2
    rw [reducedGradient_eq h1]
    exact div_pos h2 (Real.rpow_pos_of_pos h1 _)
  -- the logarithm of the reduced gradient, divided by r, tends to a / 3
  have hlx : Tendsto (fun r => Real.log (reducedGradient n r) / r) atTop (𝓝 (a / 3)) := by
    have h1 : Tendsto (fun r => Real.log (|deriv n r| / n r) / r) atTop (𝓝 0) :=
      (hgrad.log ha.ne').div_atTop tendsto_id
    have h2 := h1.sub (hlog.div_const 3)
    rw [show (0 : ℝ) - -a / 3 = a / 3 by ring] at h2
    refine h2.congr' ?_
    filter_upwards [hn, hg] with r hr hgr
    rw [reducedGradient_eq hr, Real.log_div hgr.ne' (Real.rpow_pos_of_pos hr _).ne',
      Real.log_rpow hr]
    ring
  obtain ⟨hxt, has⟩ := tendsto_arsinh_div (by positivity) hx hlx
  have hinv : Tendsto (fun r => 1 / (r * reducedGradient n r)) atTop (𝓝 0) :=
    tendsto_const_nhds.div_atTop (tendsto_id.atTop_mul_atTop₀ hxt)
  have hden : (0 : ℝ) + c * (a / 3) ≠ 0 := by positivity
  have hlim := (hgrad.const_mul (-b)).div (hinv.add (has.const_mul c)) hden
  have hval : -b * a / (0 + c * (a / 3)) = -(3 * b / c) := by
    rw [div_eq_iff hden]
    field_simp
    try ring
  rw [hval] at hlim
  refine hlim.congr' ?_
  filter_upwards [hn, hx] with r hr hxr
  -- divide numerator and denominator of r e(r) by r x
  have hNx : |deriv n r| / n r = n r ^ (1 / 3 : ℝ) * reducedGradient n r := by
    rw [reducedGradient_eq hr, mul_div_cancel₀ _ (Real.rpow_pos_of_pos hr _).ne']
  have hxx := mul_inv_cancel₀ hxr.ne'
  simp only [Pi.div_apply]
  rw [hNx, b88Energy]
  generalize reducedGradient n r = x at *
  have hd : 1 / (r * x) + c * (Real.arsinh x / r) =
      (1 + c * x * Real.arsinh x) / (r * x) := by
    linear_combination (-(c * Real.arsinh x * r⁻¹)) * hxx
  rw [hd, div_div_eq_mul_div]
  ring
```

The device that carries this limit back to r e(r) is `Tendsto.congr'`. It transfers a limit from one function to another when the two agree eventually, not necessarily everywhere. That suits the rearrangement, which uses n > 0 and x > 0, both known only at large r. The line `filter_upwards [hn, hx]` restricts attention to such radii, and the algebra is then done at a single r.

The decay rate alone does not fix the tail. Take n = exp(−2r + sin r), a mathematical test case rather than a model of an atomic density, for which log n/r → −2 but g = 2 − cos r keeps oscillating. With c = 6b and b > 0, the same rearrangement shows that r e(r) approaches −(2 − cos r)/4, which swings between −1/4 and −3/4. So `hlog` and positivity do not suffice, even with g bounded between positive constants.

## Exponential tails and the condition c = 6b

For C r^β exp(−a r), with any real β, the two bullets of the proof verify the decay rate and the slope.

```lean
/-- For the density `C r^β exp(-a r)` with `C, a > 0`, and for `c > 0`, the Becke-88 energy
per electron obeys `r e(r) → -3b/c`. -/
theorem tendsto_atomicTail {C a c : ℝ} (β b : ℝ) (hC : 0 < C) (ha : 0 < a) (hc : 0 < c) :
    Tendsto (fun r => r * b88Energy b c (atomicTail C β a) r) atTop
      (𝓝 (-(3 * b / c))) := by
  have hpos : ∀ r : ℝ, 0 < r → 0 < atomicTail C β a r := fun r hr =>
    mul_pos (mul_pos hC (Real.rpow_pos_of_pos hr _)) (Real.exp_pos _)
  have hinv : ∀ k : ℝ, Tendsto (fun r : ℝ => k / r) atTop (𝓝 0) := fun k =>
    tendsto_const_nhds.div_atTop tendsto_id
  refine tendsto_mul_b88Energy ha hc ((eventually_gt_atTop 0).mono hpos) ?_ ?_
  · -- log n / r = log C / r + β log r / r - a
    have hlr : Tendsto (fun r : ℝ => Real.log r / r) atTop (𝓝 0) :=
      Real.isLittleO_log_id_atTop.tendsto_div_nhds_zero
    have h := ((hinv (Real.log C)).add (hlr.const_mul β)).sub_const a
    rw [show (0 : ℝ) + β * 0 - a = -a by ring] at h
    refine h.congr' ?_
    filter_upwards [eventually_gt_atTop 0] with r hr
    have hp := Real.rpow_pos_of_pos hr β
    rw [atomicTail, Real.log_mul (mul_pos hC hp).ne' (Real.exp_pos _).ne',
      Real.log_mul hC.ne' hp.ne', Real.log_exp, Real.log_rpow hr]
    linear_combination a * mul_inv_cancel₀ (ne_of_gt hr)
  · -- n' / n = β / r - a
    have h := ((hinv β).sub_const a).abs
    rw [zero_sub, abs_neg, abs_of_pos ha] at h
    refine h.congr' ?_
    filter_upwards [eventually_gt_atTop 0] with r hr
    have h1 : HasDerivAt (fun s : ℝ => s ^ β) (β * r ^ (β - 1)) r :=
      Real.hasDerivAt_rpow_const (Or.inl (ne_of_gt hr))
    have h2 := (((hasDerivAt_id' r).const_mul a).fun_neg).exp
    have hd : HasDerivAt (atomicTail C β a) ((β / r - a) * atomicTail C β a r) r := by
      refine ((h1.const_mul C).fun_mul h2).congr_deriv ?_
      rw [Real.rpow_sub_one (ne_of_gt hr), atomicTail]
      ring
    rw [hd.deriv, abs_mul, abs_of_pos (hpos r hr), mul_div_cancel_right₀ _ (hpos r hr).ne']
```

Uniqueness of limits turns the value −3b/c into an equivalence.

```lean
/-- For the density `C r^β exp(-a r)` with `C, a > 0`, and for `c > 0`, the Becke-88 form
has the tail `r e(r) → -1/2` if and only if `c = 6b`. -/
theorem tendsto_neg_half_iff {C a c : ℝ} (β b : ℝ) (hC : 0 < C) (ha : 0 < a) (hc : 0 < c) :
    Tendsto (fun r => r * b88Energy b c (atomicTail C β a) r) atTop (𝓝 (-(1 / 2))) ↔
      c = 6 * b := by
  have hlim := tendsto_atomicTail β b hC ha hc
  constructor
  · intro h
    have h1 := tendsto_nhds_unique h hlim
    have h2 : 3 * b / c = 1 / 2 := by linarith
    rw [div_eq_iff hc.ne'] at h2
    linarith
  · intro h
    have h2 : 3 * b / c = 1 / 2 := by
      rw [div_eq_iff hc.ne']
      linarith
    rwa [h2] at hlim
```

Setting β = 0 and c = 6b gives the pure exponential.

```lean
/-- For `n(r) = C exp(-a r)` and `C, a, b > 0`, the Becke-88 energy per electron with
`c = 6b` satisfies `r e(r) → -1/2`. -/
theorem becke88_exponential_tail {C a b : ℝ} (hC : 0 < C) (ha : 0 < a) (hb : 0 < b) :
    Tendsto (fun r => r * b88Energy b (6 * b) (expDensity C a) r) atTop
      (𝓝 (-(1 / 2))) := by
  have h : expDensity C a = atomicTail C 0 a := by
    funext r
    rw [expDensity, atomicTail, Real.rpow_zero, mul_one]
  rw [h]
  exact (tendsto_neg_half_iff 0 b hC ha (by positivity)).2 rfl

end

end BeckeTail
```

```lean
#print axioms BeckeTail.reducedGradient_expDensity
-- 'BeckeTail.reducedGradient_expDensity' depends on axioms: [propext, Classical.choice, Quot.sound]
#print axioms BeckeTail.becke88_exponential_tail
-- 'BeckeTail.becke88_exponential_tail' depends on axioms: [propext, Classical.choice, Quot.sound]
```
